# Complex matrix solutions X and Y of C + DZ − ZA − ZBZ = 0 coincide if D − XB and A + BY have no common eigenvalue

## A model space and the amplitudes outside it

Suppose that a finite matrix Hamiltonian is split into a model space, whose states we want to keep, and an outer space, which we want to eliminate. The upper and lower components of a Dirac Hamiltonian in a finite orthonormal basis are one such splitting. In block form,

H = [[A, B], [C, D]],

where A acts in the model space, D acts in the outer space, and B and C couple the two.

Look for states whose outer component is a fixed linear function of the model component u, so that the full vector is (u, Zu). Applying H gives

H(u, Zu) = ((A + BZ)u, (C + DZ)u).

The result has the same form for every u exactly when C + DZ = Z(A + BZ). This is a Riccati equation for the amplitude matrix Z:

R(Z) = C + DZ − ZA − ZBZ = 0.

For a solution, A + BZ is an effective Hamiltonian for the model space, and its eigenvalues are eigenvalues of H. The equation is quadratic and can have several solutions, which in general select different eigenvalues. If two calculations return solutions X and Y, when must they be the same?

## A spectral test for equality

Let X and Y be complex matrices with R(X) = R(Y) = 0. If X ≠ Y, then D − XB and A + BY have a common eigenvalue. Hence X = Y whenever their spectra are disjoint.

This test mixes the two solutions. A second version starts from a single solution X that is separated, meaning that D − XB and A + BX have no common eigenvalue. Any solution Y for which every eigenvalue of A + BY is also an eigenvalue of A + BX then equals X. For decoupling schemes in electronic structure that work with a finite matrix in an orthonormal basis, this means that a separated solution is fixed by the eigenvalues it selects, whichever algorithm found it.

## From the shear to the common eigenvalue

The matrix D − ZB appears when H is transformed by a shear. Let S = [[1, 0], [Z, 1]], with inverse S⁻¹ = [[1, 0], [−Z, 1]]. Multiplying out,

S⁻¹HS = [[A + BZ, B], [R(Z), D − ZB]].

If R(Z) = 0, this is block triangular, and the characteristic polynomial of H is the product of those of A + BZ and D − ZB. The two blocks share out the eigenvalues of H, although the coupling B remains in the upper right corner.

Now take two amplitude matrices X and Y and expand:

(D − XB)(X − Y) − (X − Y)(A + BY)
= DX − DY − XBX + XBY − XA − XBY + YA + YBY
= (DX − XA − XBX) − (DY − YA − YBY)
= R(X) − R(Y).

The terms XBY cancel, and C cancels in the difference of residuals. Write M = D − XB, N = A + BY and W = X − Y. For two solutions,

MW = WN.

Repeated use gives MᵏW = WNᵏ for every k ≥ 0, and linear combinations give p(M)W = Wp(N) for every polynomial p.

Choose p(t) = det(t1 − N), the characteristic polynomial of N. By the Cayley-Hamilton theorem p(N) = 0, so

p(M)W = 0.

Suppose X ≠ Y. Then W ≠ 0, so p(M) has no inverse. Both spaces have dimension at least one, since otherwise X and Y would have no entries in which to differ. Over the complex numbers p(t) = ∏ⱼ(t − μⱼ), where the μⱼ are the eigenvalues of N, and therefore

p(M) = ∏ⱼ(M − μⱼ1).

A product of invertible matrices is invertible, so at least one factor M − μⱼ1 is singular. That μⱼ is an eigenvalue of both M and N.

For the second version, the eigenvalues of A + BY lie among those of A + BX, and none of the latter is an eigenvalue of D − XB. The first version then gives X = Y.

## A two-level example with eigenvalues 0 and 5

Take one state in each space, with A = 1, B = C = 2 and D = 4. The Riccati equation is

2 + 3z − 2z² = 0,

with solutions x = −1/2 and y = 2. The effective blocks are:

- for x: A + Bx = 0 and D − xB = 5;
- for y: A + By = 5 and D − yB = 0.

Each solution is separated, yet there are two of them. The common eigenvalue promised by the theorem is D − xB = A + By = 5. The intertwining relation reads 5·(−5/2) = (−5/2)·5. Requiring the model-space eigenvalue to be 0 leaves only x.

## How the Lean statements describe the blocks

The finite types `m` and `n` label the basis states of the model and outer spaces. An amplitude matrix has type `Matrix n m ℂ`, with outer-space rows and model-space columns. The definitions `residual`, `modelBlock` and `outerBlock` are R(Z), A + BZ and D − ZB, and `fromBlocks A B C D` is H. For these matrices `spectrum ℂ` is the set of eigenvalues, without multiplicities.

The first version is `common_eigenvalue_of_ne`, with its contrapositive `separated_solutions_unique`. The hypotheses `hX` and `hY` say that both residuals vanish, and `hsep` says that the two spectra are disjoint. The second version is `unique_of_selected_eigenvalues`, where `hsep` concerns the two blocks of X alone and `hsel` is the inclusion of model-space spectra.

H need not be Hermitian, and either space may be empty. The existence of a solution is assumed through `hX` and `hY`, not derived. The basis is treated as orthonormal, so no overlap matrix appears, and infinite-dimensional operators are not covered. Nor do the theorems say how close two approximate solutions must be.

## The Lean file

```lean
import Mathlib

open Matrix Polynomial

namespace RiccatiDecoupling

variable {m n : Type*} [Fintype m] [Fintype n] [DecidableEq m] [DecidableEq n]

/-- The Riccati residual `C + D Z - Z A - Z B Z` of the block Hamiltonian with blocks `A, B, C, D`
at the amplitude matrix `Z`. -/
def residual (A : Matrix m m ℂ) (B : Matrix m n ℂ) (C : Matrix n m ℂ) (D : Matrix n n ℂ)
    (Z : Matrix n m ℂ) : Matrix n m ℂ :=
  C + D * Z - Z * A - Z * B * Z

/-- The matrix `A + B Z`, which acts in the model space. -/
def modelBlock (A : Matrix m m ℂ) (B : Matrix m n ℂ) (Z : Matrix n m ℂ) : Matrix m m ℂ :=
  A + B * Z

/-- The matrix `D - Z B`, which acts in the outer space. -/
def outerBlock (B : Matrix m n ℂ) (D : Matrix n n ℂ) (Z : Matrix n m ℂ) : Matrix n n ℂ :=
  D - Z * B

/-- Shearing the block Hamiltonian by `Z` puts `A + B Z` and `D - Z B` on the diagonal and the
Riccati residual in the lower-left block. -/
theorem shear_transform (A : Matrix m m ℂ) (B : Matrix m n ℂ) (C : Matrix n m ℂ)
    (D : Matrix n n ℂ) (Z : Matrix n m ℂ) :
    fromBlocks 1 0 (-Z) 1 * fromBlocks A B C D * fromBlocks 1 0 Z 1 =
      fromBlocks (modelBlock A B Z) B (residual A B C D Z) (outerBlock B D Z) := by
  rw [fromBlocks_multiply, fromBlocks_multiply, fromBlocks_inj]
  refine ⟨?_, ?_, ?_, ?_⟩ <;>
    simp only [modelBlock, outerBlock, residual, Matrix.one_mul, Matrix.mul_one,
      Matrix.zero_mul, Matrix.mul_zero, Matrix.neg_mul, Matrix.add_mul, add_zero, zero_add] <;>
    abel

/-- For a solution `Z` of the Riccati equation, the characteristic polynomial of the full
Hamiltonian is the product of those of `A + B Z` and `D - Z B`. -/
theorem charpoly_factorises {A : Matrix m m ℂ} {B : Matrix m n ℂ} {C : Matrix n m ℂ}
    {D : Matrix n n ℂ} {Z : Matrix n m ℂ} (hZ : residual A B C D Z = 0) :
    (fromBlocks A B C D).charpoly =
      (modelBlock A B Z).charpoly * (outerBlock B D Z).charpoly := by
  -- the two shears are inverse to each other
  have hinv : (fromBlocks 1 0 Z 1 : Matrix (m ⊕ n) (m ⊕ n) ℂ) * fromBlocks 1 0 (-Z) 1 = 1 := by
    rw [fromBlocks_multiply, ← fromBlocks_one]
    simp
  have h := shear_transform A B C D Z
  rw [hZ] at h
  rw [← charpoly_fromBlocks_zero₂₁ (modelBlock A B Z) B (outerBlock B D Z), ← h,
    Matrix.mul_assoc, Matrix.charpoly_mul_comm, Matrix.mul_assoc, hinv, Matrix.mul_one]

omit [DecidableEq m] [DecidableEq n] in
/-- The difference of two amplitudes intertwines the outer block of the first with the model
block of the second, up to the difference of their Riccati residuals. -/
theorem difference_identity (A : Matrix m m ℂ) (B : Matrix m n ℂ) (C : Matrix n m ℂ)
    (D : Matrix n n ℂ) (X Y : Matrix n m ℂ) :
    outerBlock B D X * (X - Y) - (X - Y) * modelBlock A B Y =
      residual A B C D X - residual A B C D Y := by
  simp only [outerBlock, modelBlock, residual, Matrix.mul_sub, Matrix.sub_mul, Matrix.mul_add,
    Matrix.mul_assoc]
  abel

/-- If `W` intertwines two matrices, it intertwines every polynomial in them. -/
theorem intertwine_polynomial {M : Matrix n n ℂ} {N : Matrix m m ℂ} {W : Matrix n m ℂ}
    (h : M * W = W * N) (p : ℂ[X]) : aeval M p * W = W * aeval N p := by
  have hpow : ∀ k : ℕ, M ^ k * W = W * N ^ k := by
    intro k
    induction k with
    | zero => simp
    | succ k ih =>
      rw [pow_succ, pow_succ, Matrix.mul_assoc, h, ← Matrix.mul_assoc, ih, Matrix.mul_assoc]
  induction p using Polynomial.induction_on' with
  | add p q hp hq => rw [map_add, map_add, Matrix.add_mul, Matrix.mul_add, hp, hq]
  | monomial k r =>
    rw [aeval_monomial, aeval_monomial, ← Algebra.smul_def, ← Algebra.smul_def,
      Matrix.smul_mul, Matrix.mul_smul, hpow]

/-- Two different solutions `X` and `Y` of the Riccati equation force a common eigenvalue of
`D - X B` and `A + B Y`. -/
theorem common_eigenvalue_of_ne {A : Matrix m m ℂ} {B : Matrix m n ℂ} {C : Matrix n m ℂ}
    {D : Matrix n n ℂ} {X Y : Matrix n m ℂ} (hX : residual A B C D X = 0)
    (hY : residual A B C D Y = 0) (hne : X ≠ Y) :
    ∃ μ : ℂ, μ ∈ spectrum ℂ (outerBlock B D X) ∧ μ ∈ spectrum ℂ (modelBlock A B Y) := by
  rcases isEmpty_or_nonempty m with hm | hm
  · exact absurd (by ext i j; exact isEmptyElim j) hne
  have hW : outerBlock B D X * (X - Y) = (X - Y) * modelBlock A B Y := by
    have h := difference_identity A B C D X Y
    rw [hX, hY, sub_zero] at h
    exact sub_eq_zero.mp h
  -- Cayley-Hamilton: the characteristic polynomial of the model block annihilates `X - Y`
  have hkill : aeval (outerBlock B D X) (modelBlock A B Y).charpoly * (X - Y) = 0 := by
    rw [intertwine_polynomial hW, Matrix.aeval_self_charpoly, Matrix.mul_zero]
  have hsing : ¬ IsUnit (aeval (outerBlock B D X) (modelBlock A B Y).charpoly) := by
    intro hu
    obtain ⟨V, hV⟩ := hu.exists_left_inv
    apply hne
    rw [← sub_eq_zero, ← Matrix.one_mul (X - Y), ← hV, Matrix.mul_assoc, hkill, Matrix.mul_zero]
  have hdeg : 0 < (modelBlock A B Y).charpoly.degree := by
    rw [Matrix.charpoly_degree_eq_dim]
    exact_mod_cast Fintype.card_pos
  -- spectral mapping: some eigenvalue of the outer block is a root of that polynomial
  have h0 := (spectrum.zero_mem_iff ℂ).mpr hsing
  rw [spectrum.map_polynomial_aeval_of_degree_pos _ _ hdeg] at h0
  obtain ⟨μ, hμ, hroot⟩ := h0
  refine ⟨μ, hμ, ?_⟩
  have hdet : (modelBlock A B Y).charpoly.eval μ = 0 := hroot
  rw [Matrix.eval_charpoly] at hdet
  rw [spectrum.mem_iff, Matrix.isUnit_iff_isUnit_det]
  intro hu
  exact hu.ne_zero hdet

/-- Two solutions `X` and `Y` of the Riccati equation coincide if `D - X B` and `A + B Y` have
no common eigenvalue. -/
theorem separated_solutions_unique {A : Matrix m m ℂ} {B : Matrix m n ℂ} {C : Matrix n m ℂ}
    {D : Matrix n n ℂ} {X Y : Matrix n m ℂ} (hX : residual A B C D X = 0)
    (hY : residual A B C D Y = 0)
    (hsep : Disjoint (spectrum ℂ (outerBlock B D X)) (spectrum ℂ (modelBlock A B Y))) :
    X = Y := by
  by_contra hne
  obtain ⟨μ, h1, h2⟩ := common_eigenvalue_of_ne hX hY hne
  exact Set.disjoint_left.mp hsep h1 h2

/-- If `D - X B` and `A + B X` have no common eigenvalue for a solution `X`, then any solution `Y`
for which every eigenvalue of `A + B Y` is an eigenvalue of `A + B X` equals `X`. -/
theorem unique_of_selected_eigenvalues {A : Matrix m m ℂ} {B : Matrix m n ℂ}
    {C : Matrix n m ℂ} {D : Matrix n n ℂ} {X Y : Matrix n m ℂ}
    (hX : residual A B C D X = 0) (hY : residual A B C D Y = 0)
    (hsep : Disjoint (spectrum ℂ (outerBlock B D X)) (spectrum ℂ (modelBlock A B X)))
    (hsel : spectrum ℂ (modelBlock A B Y) ⊆ spectrum ℂ (modelBlock A B X)) :
    X = Y :=
  separated_solutions_unique hX hY (hsep.mono_right hsel)

/-- For `A = D = 0` and `B = C = 1` in any nonzero dimension, the solutions of the Riccati equation
include the two different matrices `1` and `-1`, and `D - X B` and `A + B X` have no common
eigenvalue at `X = 1`. -/
theorem separated_solutions_witness [Nonempty n] :
    residual (0 : Matrix n n ℂ) (1 : Matrix n n ℂ) 1 0 1 = 0 ∧
      residual (0 : Matrix n n ℂ) (1 : Matrix n n ℂ) 1 0 (-1) = 0 ∧
      (1 : Matrix n n ℂ) ≠ -1 ∧
      Disjoint (spectrum ℂ (outerBlock (1 : Matrix n n ℂ) 0 1))
        (spectrum ℂ (modelBlock (0 : Matrix n n ℂ) (1 : Matrix n n ℂ) 1)) := by
  refine ⟨by simp [residual], by simp [residual], ?_, ?_⟩
  · intro h
    obtain ⟨i⟩ := ‹Nonempty n›
    have hi := congrFun (congrFun h i) i
    rw [Matrix.neg_apply, Matrix.one_apply_eq] at hi
    norm_num at hi
  · -- the outer block is `-1` and the model block is `1`
    have h1 : outerBlock (1 : Matrix n n ℂ) 0 1 = algebraMap ℂ (Matrix n n ℂ) (-1) := by
      rw [map_neg, map_one, outerBlock, Matrix.mul_one, zero_sub]
    have h2 : modelBlock (0 : Matrix n n ℂ) (1 : Matrix n n ℂ) 1 =
        algebraMap ℂ (Matrix n n ℂ) 1 := by
      rw [map_one, modelBlock, Matrix.mul_one, zero_add]
    rw [h1, h2, spectrum.scalar_eq, spectrum.scalar_eq, Set.disjoint_singleton]
    norm_num

end RiccatiDecoupling
```

```lean
#print axioms RiccatiDecoupling.charpoly_factorises
#print axioms RiccatiDecoupling.separated_solutions_unique
#print axioms RiccatiDecoupling.unique_of_selected_eigenvalues
```

```
'RiccatiDecoupling.charpoly_factorises' depends on axioms: [propext, Classical.choice, Quot.sound]
'RiccatiDecoupling.separated_solutions_unique' depends on axioms: [propext, Classical.choice, Quot.sound]
'RiccatiDecoupling.unique_of_selected_eigenvalues' depends on axioms: [propext, Classical.choice, Quot.sound]
```

## How the proof follows the algebra

`shear_transform` multiplies the three block matrices and compares the four blocks. `charpoly_factorises` sets the lower-left block to zero, uses the product formula for a block-triangular matrix, and removes the shears by moving one factor cyclically inside the characteristic polynomial. These two results justify the reading of the blocks as effective Hamiltonians; the uniqueness proof does not use them.

`difference_identity` is the expansion above: `simp only` distributes the products and `abel` cancels the terms. It holds for arbitrary X and Y, not only for solutions. `intertwine_polynomial` proves the relation for powers by induction on the exponent, then extends it to sums and monomials, and so to every polynomial.

The main argument is in `common_eigenvalue_of_ne`. After the case of an empty model space, where X and Y are trivially equal, its steps match the derivation:

- `hW` is the relation MW = WN, obtained from the difference identity with both residuals zero.
- `hkill` is p(M)W = 0, from the polynomial relation and Cayley-Hamilton.
- `hsing` shows that p(M) is not invertible, since a left inverse would give W = 0.
- `hdeg` records that p has positive degree, as the spectral mapping theorem used next requires.

That theorem replaces the factorisation into linear factors. Since 0 lies in the spectrum of p(M), it equals p(μ) for some eigenvalue μ of M. The last lines turn p(μ) = 0 into det(μ1 − N) = 0, so μ is also an eigenvalue of N.

`separated_solutions_unique` argues by contradiction: different solutions would have a common eigenvalue, which `hsep` forbids. `unique_of_selected_eigenvalues` uses `hsel` to shrink the second set in the disjointness hypothesis and then applies the previous theorem.

Finally, `separated_solutions_witness` treats A = D = 0 and B = C = 1 in any equal nonzero dimension, where R(Z) = 1 − Z². Both 1 and −1 are solutions. For the solution 1 the outer block is −1 and the model block is 1, so their spectra are {−1} and {1}. Separation of one solution's own blocks therefore does not by itself exclude a second solution; together with the condition on the selected eigenvalues it does.
